# Anticommuting involutions split the Lorentz spin generators into two mutually commuting su(2) triples

The rotation generators of a Dirac spinor do not all commute with its boost generators, so as they stand they do not supply two independent angular momenta for classifying its components. Suitable combinations do, given three matrices $\alpha_0,\alpha_1,\alpha_2$ that square to one and anticommute. These are the textbook $\alpha_1,\alpha_2,\alpha_3$, numbered from zero as in Lean; $\alpha_0$ is not the mass matrix $\beta$. With indices mod 3, define

$$\Sigma_k=-i\alpha_{k+1}\alpha_{k+2},\quad G=-i\alpha_0\alpha_1\alpha_2,\quad N^\pm_k=\tfrac14(\Sigma_k\pm\alpha_k).$$

Each triple $N^\pm$ obeys su(2), the two commute, and their Casimirs $\sum_k (N^\pm_k)^2$ are $\tfrac38(1\pm G)$.

## Complex scalars

The matrices live in an associative algebra `A` with unit, of any dimension. Its scalars are complex, and they supply the $i$ of quantum-mechanical commutators, which commutes with every matrix. By hand this lets $i$ be pulled out of products; in the proofs `smul_mul_smul_comm` does so.

```lean
import Mathlib

open Complex (I)

namespace DiracLorentzSplitting

noncomputable section

variable {A : Type*} [Ring A]
```

`IsAlphaTriple` records the other two hypotheses, `sq` and `anti`. Hermiticity is not required.

```lean
/-- Three elements of an algebra that square to one and anticommute pairwise, like the
Dirac matrices `α₁, α₂, α₃`. -/
structure IsAlphaTriple (α : Fin 3 → A) : Prop where
  sq : ∀ k, α k * α k = 1
  anti : ∀ j k, j ≠ k → α j * α k = -(α k * α j)

variable [Algebra ℂ A]

/-- The spin matrices `Σ_k = -i α_{k+1} α_{k+2}`, with indices taken cyclically. -/
def sigma (α : Fin 3 → A) (k : Fin 3) : A := (-I) • (α (k + 1) * α (k + 2))
```

The chirality $G$ is usually written $\gamma_5$.

```lean
/-- The chirality `G = -i α₀ α₁ α₂`, with the matrices numbered from zero. -/
def chirality (α : Fin 3 → A) : A := (-I) • (α 0 * α 1 * α 2)
```

`spinPlus` and `spinMinus` are $N^+$ and $N^-$.

```lean
/-- The triple `(Σ_k + α_k)/4`. -/
def spinPlus (α : Fin 3 → A) (k : Fin 3) : A := (1 / 4 : ℂ) • (sigma α k + α k)

/-- The triple `(Σ_k - α_k)/4`. -/
def spinMinus (α : Fin 3 → A) (k : Fin 3) : A := (1 / 4 : ℂ) • (sigma α k - α k)
```

The generators are $J_k=\Sigma_k/2$ and $K_k=i\alpha_k/2$. With this sign of $K$, $N^\pm=(J\mp iK)/2$; texts with the opposite sign exchange the two.

```lean
/-- The rotation generators `J_k = Σ_k/2`. -/
def rotation (α : Fin 3 → A) (k : Fin 3) : A := (1 / 2 : ℂ) • sigma α k

/-- The boost generators `K_k = i α_k/2`. -/
def boost (α : Fin 3 → A) (k : Fin 3) : A := (I / 2) • α k
```

## Distinct matrices anticommute

Physically, anticommutation removes the cross terms when the massless Dirac Hamiltonian $\alpha\cdot p$ is squared. By hand it reorders products:

$$(\alpha_0\alpha_1\alpha_2)^2=\alpha_0^2\,\alpha_1\alpha_2\alpha_1\alpha_2=-\alpha_0^2\alpha_1^2\alpha_2^2=-1,$$

so $G^2=(-i)^2(-1)=1$. The `calc` block makes the same exchanges.

```lean
variable {α : Fin 3 → A}

/-- For anticommuting involutions `α_k`, the chirality squares to one. -/
theorem chirality_sq (h : IsAlphaTriple α) : chirality α * chirality α = 1 := by
  have ha := h.sq 0
  have hb := h.sq 1
  have hc := h.sq 2
  have hba := h.anti 1 0 (by decide)
  have hca := h.anti 2 0 (by decide)
  have hcb := h.anti 2 1 (by decide)
  have key : α 0 * α 1 * α 2 * (α 0 * α 1 * α 2) = -1 := by
    calc α 0 * α 1 * α 2 * (α 0 * α 1 * α 2)
        = α 0 * α 1 * (α 2 * α 0) * α 1 * α 2 := by noncomm_ring
      _ = -(α 0 * (α 1 * α 0) * (α 2 * α 1) * α 2) := by rw [hca]; noncomm_ring
      _ = -(α 0 * α 0 * (α 1 * α 1) * (α 2 * α 2)) := by rw [hba, hcb]; noncomm_ring
      _ = -1 := by rw [ha, hb, hc, one_mul, one_mul]
  rw [chirality, smul_mul_smul_comm, key, neg_mul_neg, Complex.I_mul_I, neg_smul, one_smul,
    neg_neg]
```

Moving $\alpha_k$ through $G$ passes two other matrices, so the signs cancel and $G\alpha_k=\alpha_kG$. Moreover,

$$G\alpha_0=-i\alpha_1\alpha_2,\quad G\alpha_1=i\alpha_0\alpha_2=-i\alpha_2\alpha_0,\quad G\alpha_2=-i\alpha_0\alpha_1,$$

which is $G\alpha_k=\Sigma_k$. In `sigma_eq`, each `linear_combination` multiplies the hypotheses by the surrounding matrices and adds them.

```lean
/-- For anticommuting involutions `α_k`, the spin matrix is the chirality times `α_k`, in
either order. -/
theorem sigma_eq (h : IsAlphaTriple α) (k : Fin 3) :
    sigma α k = chirality α * α k ∧ sigma α k = α k * chirality α := by
  have ha := h.sq 0
  have hb := h.sq 1
  have hc := h.sq 2
  have hba := h.anti 1 0 (by decide)
  have hca := h.anti 2 0 (by decide)
  have hcb := h.anti 2 1 (by decide)
  -- it suffices to reduce the products of four matrices to products of two
  have H : ∀ (k : Fin 3) (x : A), α 0 * α 1 * α 2 * α k = x → α k * (α 0 * α 1 * α 2) = x →
      sigma α k = (-I) • x →
      sigma α k = chirality α * α k ∧ sigma α k = α k * chirality α := by
    intro k x h1 h2 h3
    rw [chirality, smul_mul_assoc, mul_smul_comm, h1, h2, h3]
    exact ⟨rfl, rfl⟩
  fin_cases k
  · refine H 0 (α 1 * α 2) ?_ ?_ rfl
    · linear_combination (norm := noncomm_ring)
        α 0 * α 1 * hca - α 0 * hba * α 2 + ha * (α 1 * α 2)
    · linear_combination (norm := noncomm_ring) ha * (α 1 * α 2)
  · refine H 1 (α 2 * α 0) ?_ ?_ rfl
    · linear_combination (norm := noncomm_ring) α 0 * α 1 * hcb - α 0 * hb * α 2 - hca
    · linear_combination (norm := noncomm_ring) hba * (α 1 * α 2) - α 0 * hb * α 2 - hca
  · refine H 2 (α 0 * α 1) ?_ ?_ rfl
    · linear_combination (norm := noncomm_ring) α 0 * α 1 * hc
    · linear_combination (norm := noncomm_ring)
        hca * (α 1 * α 2) - α 0 * hcb * α 2 + α 0 * α 1 * hc
```

Squares alone are not enough: with $\alpha_k=1$ in $\mathbb C$, all commutators vanish but $N^+_k=(1-i)/4$ does not.

## Each matrix squares to one

This fixes the normalisation, so that $(\alpha\cdot p)^2=p^2$ in units with $c=1$. Anticommutation with a common nonzero square is not enough: for $\alpha_k=2\sigma_k$, with $\sigma_k$ the Pauli matrices, $N^+_k=\tfrac32\sigma_k$, whose commutators are three times too large.

The reflection $\alpha\to-\alpha$ preserves both hypotheses, leaves $\Sigma$ alone and reverses $G$, so it turns $N^+$ into $N^-$.

```lean
/-- The reflection `α → -α` keeps the relations of anticommuting involutions, turns
`(Σ_k + α_k)/4` into `(Σ_k - α_k)/4` and reverses the sign of the chirality. -/
theorem reflection (h : IsAlphaTriple α) :
    IsAlphaTriple (-α) ∧ spinPlus (-α) = spinMinus α ∧ chirality (-α) = -chirality α := by
  refine ⟨⟨fun k => ?_, fun j k hjk => ?_⟩, ?_, ?_⟩
  · rw [Pi.neg_apply, neg_mul_neg, h.sq]
  · rw [Pi.neg_apply, Pi.neg_apply, neg_mul_neg, neg_mul_neg, h.anti j k hjk]
  · funext k
    simp [spinPlus, spinMinus, sigma, sub_eq_add_neg]
  · simp [chirality]
```

Since $N^+_k=\tfrac14(1+G)\alpha_k$ and $(1+G)^2=2(1+G)$,

$$N^+_jN^+_k=\tfrac18(1+G)\alpha_j\alpha_k.$$

```lean
/-- For anticommuting involutions `α_k`, the product of two members of the triple
`(Σ_k + α_k)/4` is `(1 + G) α_j α_k / 8`. -/
theorem spinPlus_mul (h : IsAlphaTriple α) (j k : Fin 3) :
    spinPlus α j * spinPlus α k = (1 / 8 : ℂ) • ((1 + chirality α) * (α j * α k)) := by
  have hG := chirality_sq h
  have hc : α j * chirality α = chirality α * α j := (sigma_eq h j).2.symm.trans (sigma_eq h j).1
  have key : (chirality α * α j + α j) * (chirality α * α k + α k)
      = (1 + chirality α) * (α j * α k) + (1 + chirality α) * (α j * α k) := by
    linear_combination (norm := noncomm_ring)
      chirality α * hc * α k + hc * α k + hG * (α j * α k)
  rw [spinPlus, spinPlus, (sigma_eq h j).1, (sigma_eq h k).1, smul_mul_smul_comm, key]
  module
```

Using $\alpha_k\alpha_{k+1}=i\Sigma_{k+2}=iG\alpha_{k+2}$ and $(1+G)G=1+G$,

$$[N^+_k,N^+_{k+1}]=\tfrac14(1+G)\alpha_k\alpha_{k+1}=\tfrac i4(1+G)\alpha_{k+2}=iN^+_{k+2}.$$

Setting $j=k$ and summing gives the Casimir $\tfrac38(1+G)$. In the proof, `e0` is the absorption of $G$ and `h.sq` gives the sum.

```lean
/-- For anticommuting involutions `α_k`, the triple `(Σ_k + α_k)/4` obeys the su(2)
relations and has Casimir `3(1 + G)/8`. -/
theorem spinPlus_su2 (h : IsAlphaTriple α) :
    (∀ k, spinPlus α k * spinPlus α (k + 1) - spinPlus α (k + 1) * spinPlus α k
      = I • spinPlus α (k + 2)) ∧
    ∑ k, spinPlus α k * spinPlus α k = (3 / 8 : ℂ) • (1 + chirality α) := by
  constructor
  · intro k
    have e1 : ∀ k : Fin 3, k + 2 + 1 = k := by decide
    have e2 : ∀ k : Fin 3, k + 2 + 2 = k + 1 := by decide
    have e3 : ∀ k : Fin 3, k + 1 ≠ k := by decide
    have hcyc : α k * α (k + 1) = I • sigma α (k + 2) := by
      rw [sigma, e1, e2, smul_smul, mul_neg, Complex.I_mul_I, neg_neg, one_smul]
    -- the factor 1 + G absorbs G
    have e0 : (1 + chirality α) * chirality α = 1 + chirality α := by
      rw [add_mul, one_mul, chirality_sq h, add_comm]
    have e : (1 + chirality α) * (α k * α (k + 1))
        = I • (α (k + 2) + chirality α * α (k + 2)) := by
      rw [hcyc, (sigma_eq h (k + 2)).1, mul_smul_comm, ← mul_assoc, e0, add_mul, one_mul]
    rw [spinPlus_mul h k (k + 1), spinPlus_mul h (k + 1) k, h.anti (k + 1) k (e3 k), mul_neg, e,
      spinPlus, (sigma_eq h (k + 2)).1]
    module
  · simp only [spinPlus_mul h, h.sq, mul_one, Fin.sum_univ_three]
    module
```

Mixed products contain $(G+1)(G-1)=G^2-1=0$, so they vanish in either order, which is stronger than commuting.

```lean
/-- For anticommuting involutions `α_k`, every product of a member of `(Σ_k + α_k)/4` with
a member of `(Σ_k - α_k)/4` vanishes, in either order. -/
theorem spinPlus_mul_spinMinus (h : IsAlphaTriple α) (j k : Fin 3) :
    spinPlus α j * spinMinus α k = 0 ∧ spinMinus α k * spinPlus α j = 0 := by
  have hG := chirality_sq h
  have hc : ∀ i, α i * chirality α = chirality α * α i :=
    fun i => (sigma_eq h i).2.symm.trans (sigma_eq h i).1
  have k1 : (chirality α * α j + α j) * (chirality α * α k - α k) = 0 := by
    linear_combination (norm := noncomm_ring)
      chirality α * hc j * α k + hc j * α k + hG * (α j * α k)
  have k2 : (chirality α * α k - α k) * (chirality α * α j + α j) = 0 := by
    linear_combination (norm := noncomm_ring)
      chirality α * hc k * α j - hc k * α j + hG * (α k * α j)
  rw [spinPlus, spinMinus, (sigma_eq h j).1, (sigma_eq h k).1, smul_mul_smul_comm,
    smul_mul_smul_comm, k1, k2, smul_zero]
  exact ⟨rfl, rfl⟩
```

`su2_splitting` states both su(2) relations, the mutual commutation and both Casimirs; its minus half is `spinPlus_su2` applied to $-\alpha$. A triple may be zero: for the Pauli matrices $G=1$ and $N^-=0$.

```lean
/-- For anticommuting involutions `α_k`, the triples `(Σ_k + α_k)/4` and `(Σ_k - α_k)/4`
each obey su(2), commute with each other, and have Casimirs `3(1 + G)/8` and `3(1 - G)/8`. -/
theorem su2_splitting (h : IsAlphaTriple α) :
    (∀ k, spinPlus α k * spinPlus α (k + 1) - spinPlus α (k + 1) * spinPlus α k
      = I • spinPlus α (k + 2)) ∧
    (∀ k, spinMinus α k * spinMinus α (k + 1) - spinMinus α (k + 1) * spinMinus α k
      = I • spinMinus α (k + 2)) ∧
    (∀ j k, spinPlus α j * spinMinus α k = spinMinus α k * spinPlus α j) ∧
    ∑ k, spinPlus α k * spinPlus α k = (3 / 8 : ℂ) • (1 + chirality α) ∧
    ∑ k, spinMinus α k * spinMinus α k = (3 / 8 : ℂ) • (1 - chirality α) := by
  obtain ⟨hn, hp, hc⟩ := reflection h
  -- the minus triple is the plus triple of the reflected matrices
  have m := spinPlus_su2 hn
  rw [hp, hc, ← sub_eq_add_neg] at m
  have z := spinPlus_mul_spinMinus h
  exact ⟨(spinPlus_su2 h).1, m.1, fun j k => (z j k).1.trans (z j k).2.symm,
    (spinPlus_su2 h).2, m.2⟩
```

Now $J=N^++N^-$ and $K=i(N^+-N^-)$. With the mixed products gone,

$$\begin{aligned}
[J_k,J_{k+1}]&=iN^+_{k+2}+iN^-_{k+2}=iJ_{k+2},\\
[J_k,K_{k+1}]=[K_k,J_{k+1}]&=i(iN^+_{k+2}-iN^-_{k+2})=iK_{k+2},\\
[K_k,K_{k+1}]&=-(iN^+_{k+2}+iN^-_{k+2})=-iJ_{k+2},
\end{aligned}$$

and $J_kK_k=i\big((N^+_k)^2-(N^-_k)^2\big)=K_kJ_k$. The facts `JJ`, `JK`, `KJ` and `KK` are these products before antisymmetrising.

```lean
/-- For anticommuting involutions `α_k`, the generators `J = Σ/2` and `K = iα/2` obey the
Lorentz algebra: `[J,J] = iJ`, `[J,K] = iK` and `[K,K] = -iJ` cyclically, and `[J_k,K_k] = 0`. -/
theorem lorentz_algebra (h : IsAlphaTriple α) (k : Fin 3) :
    rotation α k * rotation α (k + 1) - rotation α (k + 1) * rotation α k
      = I • rotation α (k + 2) ∧
    rotation α k * boost α (k + 1) - boost α (k + 1) * rotation α k = I • boost α (k + 2) ∧
    boost α k * rotation α (k + 1) - rotation α (k + 1) * boost α k = I • boost α (k + 2) ∧
    boost α k * boost α (k + 1) - boost α (k + 1) * boost α k = -(I • rotation α (k + 2)) ∧
    rotation α k * boost α k = boost α k * rotation α k := by
  obtain ⟨hp, hm, -⟩ := su2_splitting h
  have z1 := fun i j => (spinPlus_mul_spinMinus h i j).1
  have z2 := fun i j => (spinPlus_mul_spinMinus h j i).2
  have hJ : ∀ i, rotation α i = spinPlus α i + spinMinus α i := by
    intro i
    rw [rotation, spinPlus, spinMinus]
    module
  have hK : ∀ i, boost α i = I • (spinPlus α i - spinMinus α i) := by
    intro i
    rw [boost, spinPlus, spinMinus]
    module
  -- all mixed products drop out
  have JJ : ∀ i j, rotation α i * rotation α j
      = spinPlus α i * spinPlus α j + spinMinus α i * spinMinus α j := by
    intro i j
    simp only [hJ, add_mul, mul_add, z1, z2, add_zero, zero_add]
  have JK : ∀ i j, rotation α i * boost α j
      = I • (spinPlus α i * spinPlus α j - spinMinus α i * spinMinus α j) := by
    intro i j
    simp only [hJ, hK, mul_smul_comm, add_mul, mul_sub, z1, z2, add_zero, zero_add]
  have KJ : ∀ i j, boost α i * rotation α j
      = I • (spinPlus α i * spinPlus α j - spinMinus α i * spinMinus α j) := by
    intro i j
    simp only [hJ, hK, smul_mul_assoc, sub_mul, mul_add, z1, z2]
    module
  have KK : ∀ i j, boost α i * boost α j
      = -(spinPlus α i * spinPlus α j + spinMinus α i * spinMinus α j) := by
    intro i j
    simp only [hK, smul_mul_smul_comm, Complex.I_mul_I, sub_mul, mul_sub, z1, z2, sub_zero,
      zero_sub, sub_neg_eq_add, neg_smul, one_smul]
  refine ⟨?_, ?_, ?_, ?_, ?_⟩
  · rw [JJ, JJ, hJ]
    linear_combination (norm := module) hp k + hm k
  · rw [JK, KJ, hK]
    linear_combination (norm := module) I • hp k - I • hm k
  · rw [KJ, JK, hK]
    linear_combination (norm := module) I • hp k - I • hm k
  · rw [KK, KK, hJ]
    linear_combination (norm := module) (-1 : ℂ) • hp k - hm k
  · rw [JK, KJ]
```

That these $J$ and $K$ generate the transformations under which the Dirac equation is covariant is a separate physical step.

## The Weyl matrices meet both conditions

The $4\times4$ matrices $\alpha_k=\mathrm{diag}(\sigma_k,-\sigma_k)$, with the $\sigma_k$ also numbered from zero, satisfy the hypotheses, checked entry by entry.

```lean
/-- The Dirac matrices `α_k = diag(σ_k, -σ_k)` in the Weyl representation. -/
def weylAlpha : Fin 3 → Matrix (Fin 4) (Fin 4) ℂ :=
  ![!![0, 1, 0, 0; 1, 0, 0, 0; 0, 0, 0, -1; 0, 0, -1, 0],
    !![0, -I, 0, 0; I, 0, 0, 0; 0, 0, 0, I; 0, 0, -I, 0],
    !![1, 0, 0, 0; 0, -1, 0, 0; 0, 0, -1, 0; 0, 0, 0, 1]]

/-- The Dirac matrices in the Weyl representation are anticommuting involutions. -/
theorem weylAlpha_witness : IsAlphaTriple weylAlpha := by
  refine ⟨fun k => ?_, fun j k hjk => ?_⟩
  · fin_cases k <;> ext a b <;> fin_cases a <;> fin_cases b <;>
      simp [weylAlpha, Matrix.mul_apply, Fin.sum_univ_succ]
  · fin_cases j <;> fin_cases k <;> first
      | exact absurd rfl hjk
      | (ext a b
         fin_cases a <;> fin_cases b <;>
           simp [weylAlpha, Matrix.mul_apply, Fin.sum_univ_succ])
```

Here $G=\mathrm{diag}(1,1,-1,-1)$, so the Casimirs are $\mathrm{diag}(\tfrac34,\tfrac34,0,0)$ and $\mathrm{diag}(0,0,\tfrac34,\tfrac34)$: spin ½ on one pair of components, spin 0 on the other. Some texts order the blocks the other way.

```lean
/-- In the Weyl representation the chirality is `diag(1, 1, -1, -1)`. -/
theorem weylAlpha_chirality :
    chirality weylAlpha = !![1, 0, 0, 0; 0, 1, 0, 0; 0, 0, -1, 0; 0, 0, 0, -1] := by
  -- the product of the first two matrices is diagonal
  have p : weylAlpha 0 * weylAlpha 1
      = !![I, 0, 0, 0; 0, -I, 0, 0; 0, 0, I, 0; 0, 0, 0, -I] := by
    ext a b
    fin_cases a <;> fin_cases b <;>
      simp [weylAlpha, Matrix.mul_apply, Fin.sum_univ_succ]
  rw [chirality, p]
  ext a b
  fin_cases a <;> fin_cases b <;> simp [weylAlpha]

end

end DiracLorentzSplitting
```

In four-component electronic-structure theory this identifies the two-component parts of a spinor that spin rotations and boosts transform without mixing: they lie in the eigenspaces of $G$, and are not the large and small components, which boosts mix. This concerns the spin generators alone, without orbital parts or the mass term, which couples the two eigenspaces.

```lean
#print axioms DiracLorentzSplitting.lorentz_algebra
#print axioms DiracLorentzSplitting.weylAlpha_chirality
```

```
'DiracLorentzSplitting.lorentz_algebra' depends on axioms: [propext, Classical.choice, Quot.sound]
'DiracLorentzSplitting.weylAlpha_chirality' depends on axioms: [propext, Classical.choice, Quot.sound]
```
